# Unitary substitution in two-variable homogeneous polynomials of degree n gives unitary spin-n/2 matrices

## Which inner product makes the rotated polynomials keep their norm?

To rotate a spin n/2, I write its states as homogeneous polynomials of degree n in x (spin up) and y (spin down), and then I have to choose an inner product. A rotation by the angle θ about the second coordinate axis, with the spin quantised along the third, replaces x by cx + sy, with c = cos(θ/2) and s = sin(θ/2), and y by −sx + cy. For n = 2 this gives

x² → c² x² + 2cs xy + s² y².

If every monomial has norm one, the squared norm goes from 1 to c⁴ + 4c²s² + s⁴ = 1 + 2c²s², so the rotation is not unitary unless cs = 0. If x^a y^b has squared norm a! b!, it stays at 2. Does this weight work for every n and every unitary 2×2 matrix, or is n = 2 a lucky case?

## Factorial weights make multiplication by x adjoint to ∂/∂x

It works for every n and every unitary matrix. With these weights, multiplication by a variable and differentiation are adjoint, like the creation and annihilation operators of a bosonic mode, and the invariance follows from that.

Take d variables x_i. Let p_m be the coefficient of p at the exponents m = (m_i), let w(m) = ∏_i m_i!, and write conj for the complex conjugate. Define

⟨p, q⟩ = Σ_m w(m) conj(p_m) q_m.

Let R_U be the substitution x_i → Σ_j U_ji x_j, and write ∂_i for ∂/∂x_i.

**Adjointness.** Raising m_i by one multiplies w(m) by m_i + 1. The coefficient of ∂_i q at m is (m_i + 1) times the coefficient of q at the raised exponents. Both sides of the following equation are therefore the same sum:

⟨x_i p, q⟩ = ⟨p, ∂_i q⟩.

**Chain rule.** Since x_k becomes Σ_j U_jk x_j, whose derivative with respect to x_j is U_jk,

∂_j (R_U q) = Σ_k U_jk R_U(∂_k q).

**Invariance.** Build p up from constants by sums and by factors x_i. For a constant p, only the constant term of q matters, and R_U leaves it alone. Sums follow by additivity. If the claim holds for p and all q, then

⟨R_U(x_i p), R_U q⟩
= Σ_j conj(U_ji) ⟨x_j R_U p, R_U q⟩
= Σ_j conj(U_ji) ⟨R_U p, ∂_j R_U q⟩
= Σ_k (Σ_j conj(U_ji) U_jk) ⟨R_U p, R_U ∂_k q⟩
= Σ_k δ_ik ⟨p, ∂_k q⟩
= ⟨x_i p, q⟩.

The fourth equality uses U†U = 1 and the claim for p.

**The spin matrix.** For two variables, the states

e_a = x^a y^(n−a) / √(a! (n−a)!), a = 0, …, n,

are orthonormal. Put D_ab(U) = ⟨e_a, R_U e_b⟩. The substitution keeps the degree, so R_U e_b = Σ_a D_ab(U) e_a, and invariance gives

Σ_a conj(D_ab) D_ac = ⟨R_U e_b, R_U e_c⟩ = δ_bc.

For products, R_U R_V x_i = Σ_k V_ki Σ_j U_jk x_j = Σ_j (UV)_ji x_j, so R_UV = R_U R_V. Expanding R_V e_b first and then applying R_U gives D(UV) = D(U) D(V).

Here is the same argument in Lean.

```lean
import Mathlib

open MvPolynomial
open scoped ComplexConjugate Nat

namespace SpinRotation

noncomputable section

variable {d : ℕ}

/-- The squared norm of a monomial: the product of the factorials of its exponents. -/
def fockWeight (m : Fin d →₀ ℕ) : ℂ := ∏ i, ((m i)! : ℂ)

/-- The inner product of polynomials, conjugate-linear in the first slot, in which monomials
are orthogonal with the factorial weights as squared norms. -/
def fock (p q : MvPolynomial (Fin d) ℂ) : ℂ :=
  ∑ m ∈ p.support, fockWeight m * conj (coeff m p) * coeff m q

/-- The linear substitution that replaces each variable `x_i` by `∑ j, U j i * x_j`. -/
def rotate (U : Matrix (Fin d) (Fin d) ℂ) :
    MvPolynomial (Fin d) ℂ →ₐ[ℂ] MvPolynomial (Fin d) ℂ :=
  aeval (fun i => ∑ j, C (U j i) * X j)

/-- The exponents of the monomial `x^a y^(n-a)`. -/
def occ (n : ℕ) (a : Fin (n + 1)) : Fin 2 →₀ ℕ :=
  Finsupp.single 0 (a : ℕ) + Finsupp.single 1 (n - (a : ℕ))

/-- The spin-`n/2` basis state `x^a y^(n-a) / √(a! (n-a)!)`. -/
def spinState (n : ℕ) (a : Fin (n + 1)) : MvPolynomial (Fin 2) ℂ :=
  monomial (occ n a) (((√(((a : ℕ)! : ℝ) * ((n - (a : ℕ))! : ℝ)))⁻¹ : ℝ) : ℂ)

/-- The matrix elements of the substitution by `U` between spin-`n/2` basis states. -/
def spinMatrix (n : ℕ) (U : Matrix (Fin 2) (Fin 2) ℂ) :
    Matrix (Fin (n + 1)) (Fin (n + 1)) ℂ :=
  Matrix.of fun a b => fock (spinState n a) (rotate U (spinState n b))

/-- The inner product of a single monomial, with coefficient `c`, and a polynomial `f` is the
matching coefficient of `f` times the factorial weight and the conjugate of `c`. -/
theorem fock_monomial (s : Fin d →₀ ℕ) (c : ℂ) (f : MvPolynomial (Fin d) ℂ) :
    fock (monomial s c) f = fockWeight s * conj c * coeff s f := by
  by_cases hc : c = 0
  · simp [fock, hc]
  · simp [fock, support_monomial, hc]

/-- Exchanging the two states conjugates the inner product. -/
theorem fock_conj (p q : MvPolynomial (Fin d) ℂ) : conj (fock p q) = fock q p := by
  -- both sums are extended to the union of the supports
  have h1 : fock p q = ∑ m ∈ p.support ∪ q.support,
      fockWeight m * conj (coeff m p) * coeff m q :=
    Finset.sum_subset Finset.subset_union_left (fun m _ hm => by
      rw [mem_support_iff, not_not] at hm
      simp [hm])
  have h2 : fock q p = ∑ m ∈ p.support ∪ q.support,
      fockWeight m * conj (coeff m q) * coeff m p :=
    Finset.sum_subset Finset.subset_union_right (fun m _ hm => by
      rw [mem_support_iff, not_not] at hm
      simp [hm])
  rw [h1, h2, map_sum]
  refine Finset.sum_congr rfl fun m _ => ?_
  simp only [fockWeight, map_mul, map_prod, map_natCast, Complex.conj_conj]
  ring

/-- The inner product is linear in its second slot. -/
theorem fock_sum_right {k : ℕ} (p : MvPolynomial (Fin d) ℂ) (a : Fin k → ℂ)
    (f : Fin k → MvPolynomial (Fin d) ℂ) :
    fock p (∑ j, C (a j) * f j) = ∑ j, a j * fock p (f j) := by
  simp only [fock, coeff_sum, coeff_C_mul, Finset.mul_sum]
  rw [Finset.sum_comm]
  exact Finset.sum_congr rfl fun j _ => Finset.sum_congr rfl fun m _ => by ring

/-- Multiplication by a variable is adjoint to differentiation with respect to it. -/
theorem fock_X_mul (i : Fin d) (p q : MvPolynomial (Fin d) ℂ) :
    fock (X i * p) q = fock p (pderiv i q) := by
  have hcoeff : ∀ m : Fin d →₀ ℕ, coeff m (pderiv i q)
      = ((m i : ℂ) + 1) * coeff (Finsupp.single i 1 + m) q := by
    intro m
    induction q using MvPolynomial.induction_on' with
    | monomial s a =>
      rw [pderiv_monomial, coeff_monomial, coeff_monomial]
      by_cases h : s = Finsupp.single i 1 + m
      · rw [h, if_pos (add_tsub_cancel_left _ _), if_pos rfl, Finsupp.add_apply,
          Finsupp.single_eq_same, Nat.cast_add, Nat.cast_one]
        ring
      · rw [if_neg h, mul_zero]
        split_ifs with h2
        · have h0 : s i = 0 := by
            by_contra h0
            apply h
            rw [← h2]
            exact (add_tsub_cancel_of_le
              (Finsupp.single_le_iff.mpr (Nat.one_le_iff_ne_zero.mpr h0))).symm
          simp [h0]
        · rfl
    | add p q hp hq => rw [map_add, coeff_add, coeff_add, hp, hq, mul_add]
  -- one more quantum in mode `i` multiplies the weight by `m i + 1`
  have hweight : ∀ m : Fin d →₀ ℕ, fockWeight (Finsupp.single i 1 + m)
      = ((m i : ℂ) + 1) * fockWeight m := by
    intro m
    have h1 : ((m i : ℂ) + 1) = ∏ j, if j = i then (m i : ℂ) + 1 else 1 := by simp
    rw [fockWeight, fockWeight, h1, ← Finset.prod_mul_distrib]
    refine Finset.prod_congr rfl fun j _ => ?_
    by_cases h : j = i
    · rw [h, if_pos rfl, Finsupp.add_apply, Finsupp.single_eq_same, add_comm 1 (m i),
        Nat.factorial_succ, Nat.cast_mul, Nat.cast_add, Nat.cast_one]
    · simp [h]
  rw [fock, fock, support_X_mul, Finset.sum_map]
  refine Finset.sum_congr rfl fun m _ => ?_
  rw [addLeftEmbedding_apply, coeff_X_mul, hweight, hcoeff]
  ring

/-- The chain rule for the derivative of a polynomial after a linear substitution. -/
theorem pderiv_rotate (U : Matrix (Fin d) (Fin d) ℂ) (j : Fin d)
    (q : MvPolynomial (Fin d) ℂ) :
    pderiv j (rotate U q) = ∑ k, C (U j k) * rotate U (pderiv k q) := by
  induction q using MvPolynomial.induction_on with
  | C a => simp [rotate]
  | add p q hp hq => simp only [map_add, hp, hq, mul_add, Finset.sum_add_distrib]
  | mul_X p i hp =>
    have hX : pderiv j (rotate U (X i)) = C (U j i) := by
      simp [rotate, pderiv_X, Pi.single_apply]
    have h2 : ∑ k, C (U j k) * rotate U (pderiv k (X i)) = C (U j i) := by
      simp [pderiv_X, Pi.single_apply, apply_ite (rotate U)]
    simp only [map_mul, pderiv_mul, hp, hX, map_add, mul_add, Finset.sum_add_distrib]
    rw [← h2, Finset.sum_mul, Finset.mul_sum]
    rw [← Finset.sum_add_distrib, ← Finset.sum_add_distrib]
    refine Finset.sum_congr rfl fun k _ => ?_
    generalize rotate U (pderiv k p) = A
    generalize rotate U (pderiv k (X i)) = B
    generalize rotate U (X i) = D
    generalize rotate U p = E
    ring

/-- Linear substitution by a unitary matrix preserves the inner product of polynomials, in any
number of variables. -/
theorem fock_rotate {U : Matrix (Fin d) (Fin d) ℂ} (hU : U ∈ Matrix.unitaryGroup (Fin d) ℂ)
    (p q : MvPolynomial (Fin d) ℂ) : fock (rotate U p) (rotate U q) = fock p q := by
  have add_left : ∀ p r q : MvPolynomial (Fin d) ℂ,
      fock (p + r) q = fock p q + fock r q := by
    intro p r q
    have h : fock q (p + r) = fock q p + fock q r := by
      simp only [fock, coeff_add, mul_add, Finset.sum_add_distrib]
    rw [← fock_conj q (p + r), h, map_add, fock_conj, fock_conj]
  induction p using MvPolynomial.induction_on generalizing q with
  | C a =>
    -- the constant term is untouched by the substitution
    have hc : constantCoeff (rotate U q) = constantCoeff q := by
      induction q using MvPolynomial.induction_on with
      | C b => simp [rotate]
      | add p q hp hq => rw [map_add, map_add, map_add, hp, hq]
      | mul_X p i hp => simp [rotate]
    have hR : rotate U (C a) = C a := (rotate U).commutes a
    rw [constantCoeff_eq] at hc
    rw [hR, C_apply, fock_monomial, fock_monomial, hc]
  | add p r hp hr => rw [map_add, add_left, add_left, hp, hr]
  | mul_X p i hp =>
    have hX : rotate U (X i) = ∑ j, C (U j i) * X j := aeval_X _ _
    have hR : rotate U (p * X i) = ∑ j, C (U j i) * (X j * rotate U p) := by
      rw [map_mul, hX, Finset.mul_sum]
      exact Finset.sum_congr rfl fun j _ => by ring
    have hδ : ∀ k, ∑ j, conj (U j i) * U j k = if i = k then 1 else 0 := by
      intro k
      have h := congrArg (fun M => M i k) (Matrix.mem_unitaryGroup_iff'.mp hU)
      simpa [Matrix.mul_apply, Matrix.star_apply, Matrix.one_apply] using h
    have hL : fock (rotate U (p * X i)) (rotate U q)
        = ∑ j, conj (U j i) * fock (X j * rotate U p) (rotate U q) := by
      rw [hR, ← fock_conj (rotate U q), fock_sum_right, map_sum]
      exact Finset.sum_congr rfl fun j _ => by rw [map_mul, fock_conj]
    rw [hL, mul_comm p (X i)]
    simp only [fock_X_mul, pderiv_rotate, fock_sum_right, hp]
    -- unitarity collapses the double sum
    calc _ = ∑ k, (∑ j, conj (U j i) * U j k) * fock p (pderiv k q) := by
          simp only [Finset.mul_sum, Finset.sum_mul, mul_assoc]
          exact Finset.sum_comm
      _ = _ := by simp [hδ]

/-- The spin-`n/2` basis states are orthonormal. -/
theorem spinState_orthonormal (n : ℕ) (a b : Fin (n + 1)) :
    fock (spinState n a) (spinState n b) = if a = b then 1 else 0 := by
  simp only [spinState, fock_monomial, coeff_monomial]
  by_cases h : a = b
  · subst h
    have hw : fockWeight (occ n a)
        = ((((a : ℕ)! : ℝ) * ((n - (a : ℕ))! : ℝ) : ℝ) : ℂ) := by
      simp [fockWeight, occ, Fin.prod_univ_two, Finsupp.single_apply]
    have hN : (0 : ℝ) < ((a : ℕ)! : ℝ) * ((n - (a : ℕ))! : ℝ) := by positivity
    rw [if_pos rfl, if_pos rfl, hw, Complex.conj_ofReal, ← Complex.ofReal_mul,
      ← Complex.ofReal_mul, mul_assoc, ← mul_inv, Real.mul_self_sqrt hN.le,
      mul_inv_cancel₀ hN.ne', Complex.ofReal_one]
  · have hne : occ n b ≠ occ n a := fun e => h (Fin.ext (by
      simpa [occ, Finsupp.single_apply] using (DFunLike.congr_fun e 0).symm))
    rw [if_neg hne, if_neg h, mul_zero]

/-- A linear substitution sends each spin-`n/2` basis state to a combination of the basis states
of the same `n`, with the spin matrix elements as coefficients. -/
theorem rotate_spinState (n : ℕ) (U : Matrix (Fin 2) (Fin 2) ℂ) (b : Fin (n + 1)) :
    rotate U (spinState n b) = ∑ a, C (spinMatrix n U a b) * spinState n a := by
  -- the substitution keeps the degree
  have hf : (rotate U (spinState n b)).IsHomogeneous n := by
    have hs : (spinState n b).IsHomogeneous n := isHomogeneous_monomial _ (by
      rw [Finsupp.degree_eq_sum, Fin.sum_univ_two]
      simp [occ]
      omega)
    have h := hs.aeval (fun i => ∑ j, C (U j i) * X j)
      (fun i => IsHomogeneous.sum _ _ 1 (fun j _ => isHomogeneous_C_mul_X (U j i) j))
    rw [one_mul] at h
    exact h
  change _ = ∑ a, C (fock (spinState n a) (rotate U (spinState n b))) * spinState n a
  generalize rotate U (spinState n b) = f at hf ⊢
  ext m
  have key : ∀ a, coeff m (C (fock (spinState n a) f) * spinState n a)
      = if occ n a = m then coeff m f else 0 := by
    intro a
    have h1 := spinState_orthonormal n a a
    rw [coeff_C_mul]
    simp only [spinState, fock_monomial, coeff_monomial, ↓reduceIte] at h1 ⊢
    split_ifs with h
    · rw [← h]
      linear_combination coeff (occ n a) f * h1
    · rw [mul_zero]
  rw [coeff_sum, Finset.sum_congr rfl (fun a _ => key a)]
  by_cases h : m 0 + m 1 = n
  · have hlt : m 0 < n + 1 := by omega
    have hm : occ n ⟨m 0, hlt⟩ = m := by
      ext j
      fin_cases j
      · simp [occ]
      · have h1 : n - m 0 = m 1 := by omega
        simp [occ, h1]
    rw [Finset.sum_eq_single ⟨m 0, hlt⟩, if_pos hm]
    · intro c _ hc
      refine if_neg fun e => hc (Fin.ext ?_)
      have h0 := DFunLike.congr_fun e 0
      simpa [occ, Finsupp.single_apply] using h0
    · intro hn
      exact absurd (Finset.mem_univ _) hn
  · have h0 : coeff m f = 0 := hf.coeff_eq_zero (by
      rw [Finsupp.degree_eq_sum, Fin.sum_univ_two]
      exact h)
    simp [h0]

/-- The spin-`n/2` matrix of a unitary 2×2 matrix is unitary. -/
theorem spinMatrix_unitary (n : ℕ) {U : Matrix (Fin 2) (Fin 2) ℂ}
    (hU : U ∈ Matrix.unitaryGroup (Fin 2) ℂ) :
    spinMatrix n U ∈ Matrix.unitaryGroup (Fin (n + 1)) ℂ := by
  rw [Matrix.mem_unitaryGroup_iff']
  ext b c
  rw [Matrix.mul_apply, Matrix.one_apply, ← spinState_orthonormal n b c,
    ← fock_rotate hU (spinState n b) (spinState n c), rotate_spinState n U c, fock_sum_right]
  refine Finset.sum_congr rfl fun a _ => ?_
  rw [← fock_conj (spinState n a) (rotate U (spinState n b))]
  exact mul_comm _ _

/-- The spin-`n/2` matrix of a product of 2×2 matrices is the product of their spin matrices. -/
theorem spinMatrix_mul (n : ℕ) (U V : Matrix (Fin 2) (Fin 2) ℂ) :
    spinMatrix n (U * V) = spinMatrix n U * spinMatrix n V := by
  have hcomp : rotate (U * V) = (rotate U).comp (rotate V) := by
    apply MvPolynomial.algHom_ext
    intro i
    simp only [rotate, AlgHom.comp_apply, aeval_X, map_sum, map_mul, aeval_C, algebraMap_eq,
      Matrix.mul_apply, Finset.sum_mul, Finset.mul_sum]
    rw [Finset.sum_comm]
    exact Finset.sum_congr rfl fun j _ => Finset.sum_congr rfl fun k _ => by ring
  have hC : ∀ x : ℂ, rotate U (C x) = C x := fun x => (rotate U).commutes x
  ext a b
  rw [Matrix.mul_apply]
  change fock (spinState n a) (rotate (U * V) (spinState n b)) = _
  rw [hcomp, AlgHom.comp_apply, rotate_spinState n V b, map_sum]
  simp only [map_mul, hC]
  rw [fock_sum_right]
  exact Finset.sum_congr rfl fun c _ => mul_comm _ _

end

end SpinRotation
```

```lean
#print axioms SpinRotation.spinMatrix_unitary
-- 'SpinRotation.spinMatrix_unitary' depends on axioms: [propext, Classical.choice, Quot.sound]
#print axioms SpinRotation.spinMatrix_mul
-- 'SpinRotation.spinMatrix_mul' depends on axioms: [propext, Classical.choice, Quot.sound]
```

**What the theorems say.** A state is an element of `MvPolynomial (Fin d) ℂ`, and its exponents, of type `Fin d →₀ ℕ`, are the occupation numbers of d modes. The function `fock` is the inner product above, conjugate-linear in the first slot; it has nothing to do with the Fock operator of electronic structure. `rotate U` is R_U, and `C` turns a number into a constant polynomial. For two variables, x and y have the indices 0 and 1, `spinState n a` is e_a, and `spinMatrix n U` is D(U).

`fock_rotate` states the invariance for any number of variables and for all polynomials, homogeneous or not. `spinMatrix_unitary` says that D(U) is unitary if U is, and `spinMatrix_mul` gives the product law for all complex 2×2 matrices, unitary or not.

The label n is 2j, and a corresponds to the magnetic quantum number a − n/2. The basis thus starts at the lowest value, whereas textbooks usually start at the highest: for n = 1, D(U) is U with its rows and columns both in reverse order.

What remains, and is not proved here, is to identify U = exp(−iθ u·σ/2), with u the unit vector along the axis and σ the Pauli matrices, with a rotation by θ, and D(U) with exp(−iθ u·J), where J is the spin operator in units of ħ. The Lean code contains no angles, exponentials or spin operators. It also admits unitary matrices of any determinant, so an overall phase e^{iφ} in U appears as e^{inφ} in D(U).

The same matrices describe n non-interacting bosons in two modes, such as photons at a lossless beam splitter.

**How Lean gets there.** `fock_monomial` evaluates the inner product with a single monomial. The sum in `fock` runs only over the monomials of the first polynomial, so `fock_conj` extends both sums to the union of the two supports before comparing them. `fock_sum_right` is linearity in the second slot.

In `fock_X_mul`, the auxiliary facts `hcoeff` and `hweight` are the two factors m_i + 1 of the adjointness step. `pderiv_rotate` proves the chain rule by induction over constants, sums and products with a variable, the last by the Leibniz rule.

`fock_rotate` uses the same induction on p. The clause `generalizing q` keeps q arbitrary, because the induction hypothesis is applied to ∂_k q. The fact `hδ` is U†U = 1 in components, and the final `calc` exchanges the sums over j and k.

`spinState_orthonormal` cancels the square roots against the weight. `rotate_spinState` first shows that the degree is kept, then compares coefficients: exponents that add up to n match exactly one a, and all other coefficients vanish. `spinMatrix_unitary` combines this expansion with invariance. In `spinMatrix_mul`, `hcomp` checks R_UV = R_U R_V on the variables, which suffices for algebra homomorphisms.

**Determinant one is not enough.** Take U = diag(2, 1/2), which has determinant one but is not unitary. It sends x to 2x, so the squared norm of x goes from 1 to 4. For n = 1 the spin matrix is diag(1/2, 2), which is not unitary. The product law still holds for such matrices.
